# At positive temperature, finitely many states with charges of both signs have zero mean charge at exactly one Fermi level

## A neutrality equation with no root or several

If a charge-neutrality equation had several roots, a solver's starting guess could decide which Fermi level, and so which charge states, it reported. If it had none, the search could run off to ever larger |m|. There is no root, for example, when the only charges are 0 and +1: the mean charge is positive at every Fermi level. For finitely many states with fixed energies at positive temperature, charges of both signs guarantee exactly one root.

## States in contact with an electron reservoir

State i has charge qᵢ in units of the elementary charge, energy Eᵢ at Fermi level zero, and degeneracy gᵢ > 0, which counts for instance spin or orientation. The Fermi level m and the thermal energy kT > 0 are energies too. Equilibrium with the reservoir is postulated through Boltzmann weights:

wᵢ(m) = gᵢ exp(−(Eᵢ + qᵢ m)/kT)

Z = Σᵢ wᵢ,  pᵢ = wᵢ/Z

⟨q⟩ = Σᵢ qᵢ pᵢ,  Var = Σᵢ (qᵢ − ⟨q⟩)² pᵢ

A state may be one charge state of a defect or a configuration of a whole supercell.

## What is claimed, and how Lean says it

`charge_neutrality` says that, with one negative and one positive charge present,

d⟨q⟩/dm = −Var/kT

at every m, and that ⟨q⟩ = 0 for exactly one real m. `existsUnique_fermiLevel_iff` treats any target Q: exactly one m gives ⟨q⟩ = Q if and only if some charge lies below Q and some charge lies above it. A nonzero Q describes states that must balance a fixed background charge −Q.

The finite type `ι` labels the states, and `q`, `E`, `g` are real functions on it, so charges need not be integers. `kT` is a single real number. `hg` and `hkT` state that the degeneracies and `kT` are positive, `hi` and `hj` supply the two signs, and `∃!` means "exactly one".

The energies are inputs that do not depend on m. A continuous band density of states lies beyond this finite model, as does the calculation of the energies themselves.

## The slope is a variance

Each weight obeys dwᵢ/dm = −(qᵢ/kT) wᵢ. With N = Σᵢ qᵢ wᵢ, so that ⟨q⟩ = N/Z,

dN/dm = −(1/kT) Σᵢ qᵢ² wᵢ,  dZ/dm = −N/kT

The quotient rule gives

d⟨q⟩/dm = (dN/dm)/Z − N (dZ/dm)/Z² = −(⟨q²⟩ − ⟨q⟩²)/kT

Expanding the square in Var gives ⟨q²⟩ − 2⟨q⟩² + ⟨q⟩², which is the same bracket.

If the derivative of Z is forgotten, the result is −⟨q²⟩/kT. This agrees with the correct slope at the neutral point, where ⟨q⟩ = 0, so a comparison made only there does not reveal the error.

If two charges differ, ⟨q⟩ cannot equal both. As every pᵢ is positive, Var > 0 and ⟨q⟩ decreases strictly. There is at most one solution.

## Reaching the target from both sides

Suppose qₖ > Q. Put aᵢ = qᵢ − Q, cᵢ = gᵢ exp(−Eᵢ/kT) and m = −kT t with t > 0. Then

(⟨q⟩ − Q) Z = Σᵢ (qᵢ − Q) wᵢ = exp(Qt) S(t),  S(t) = Σᵢ aᵢ cᵢ exp(aᵢ t)

No term of S falls below its value at t = 0, because aᵢ(exp(aᵢ t) − 1) ≥ 0 for either sign of aᵢ. For term k, exp(x) ≥ 1 + x gives linear growth:

S(t) ≥ S(0) + aₖ² cₖ t

Choosing t = (|S(0)| + 1)/(aₖ² cₖ) makes S(t) ≥ 1, hence ⟨q⟩ > Q. Reversing all charges, Q and m turns this into a Fermi level with ⟨q⟩ < Q whenever some charge lies below Q. By continuity, ⟨q⟩ = Q somewhere in between.

Conversely, let exactly one m give ⟨q⟩ = Q. Then Σᵢ (qᵢ − Q) wᵢ = 0. If no charge lay below Q, all terms would be nonnegative and hence zero, so every qᵢ would equal Q. Every m would then be a solution, a contradiction. The other side is the same.

## Solving for the Fermi level

For a defect with one state of charge +1 and one of charge −1, and with no free carriers or other charges to balance, neutrality means equal weights:

m = (E₋ − E₊)/2 + (kT/2) ln(g₊/g₋)

Adding a neutral state leaves this root unchanged. With more than two different nonzero charges there is in general no such simple formula, and the root can be found numerically. The slope formula gives the Newton step

m_new = m + kT (⟨q⟩ − Q)/Var

from probabilities already computed. Where one charge dominates, Var is tiny and the step can overshoot; bisection between Fermi levels with ⟨q⟩ above and below Q still converges to the only root of this finite model.

## The Lean file

```lean
import Mathlib

open Finset

namespace FermiLevelNeutrality

noncomputable section

variable {ι : Type*} [Fintype ι]

/-- Statistical weight of state `i` at Fermi level `m`, for nonzero `kT`. -/
def weight (q E g : ι → ℝ) (kT m : ℝ) (i : ι) : ℝ :=
  g i * Real.exp (-(E i + q i * m) / kT)

/-- Sum of the weights of all states, for nonzero `kT`. -/
def partitionSum (q E g : ι → ℝ) (kT m : ℝ) : ℝ :=
  ∑ i, weight q E g kT m i

/-- Probability of state `i`, for nonzero `kT` and a nonzero partition sum. -/
def prob (q E g : ι → ℝ) (kT m : ℝ) (i : ι) : ℝ :=
  weight q E g kT m i / partitionSum q E g kT m

/-- Mean charge at Fermi level `m`, for nonzero `kT` and a nonzero partition sum. -/
def meanCharge (q E g : ι → ℝ) (kT m : ℝ) : ℝ :=
  ∑ i, q i * prob q E g kT m i

/-- Variance of the charge at Fermi level `m`, for nonzero `kT` and a nonzero partition sum. -/
def chargeVariance (q E g : ι → ℝ) (kT m : ℝ) : ℝ :=
  ∑ i, (q i - meanCharge q E g kT m) ^ 2 * prob q E g kT m i

variable {q E g : ι → ℝ} {kT : ℝ}

/-- With at least one state and positive degeneracies, the partition sum is positive. -/
theorem partitionSum_pos [Nonempty ι] (hg : ∀ i, 0 < g i) (m : ℝ) :
    0 < partitionSum q E g kT m :=
  Finset.sum_pos (fun i _ => mul_pos (hg i) (Real.exp_pos _)) Finset.univ_nonempty

/-- For positive degeneracies, the excess of the mean charge over `Q`, times the partition sum,
is the weighted sum of the excess charges of the states. -/
theorem excess_charge [Nonempty ι] (hg : ∀ i, 0 < g i) (Q m : ℝ) :
    (meanCharge q E g kT m - Q) * partitionSum q E g kT m
      = ∑ i, (q i - Q) * weight q E g kT m i := by
  have hZ := (partitionSum_pos (q := q) (E := E) (kT := kT) hg m).ne'
  have h : meanCharge q E g kT m * partitionSum q E g kT m
      = ∑ i, q i * weight q E g kT m i := by
    unfold meanCharge prob
    rw [Finset.sum_mul]
    refine Finset.sum_congr rfl fun i _ => ?_
    field_simp
  rw [sub_mul, h]
  simp only [partitionSum, sub_mul, Finset.sum_sub_distrib, Finset.mul_sum]

/-- Fluctuation relation: for positive degeneracies and nonzero `kT`, the derivative of `kT` times
the mean charge with respect to the Fermi level is minus the charge variance. -/
theorem fluctuation_relation [Nonempty ι] (hg : ∀ i, 0 < g i) (hkT : kT ≠ 0) (m : ℝ) :
    HasDerivAt (fun x => kT * meanCharge q E g kT x) (-chargeVariance q E g kT m) m := by
  have hZ : ∀ x, partitionSum q E g kT x ≠ 0 := fun x => (partitionSum_pos hg x).ne'
  have hμ : ∀ x, meanCharge q E g kT x * partitionSum q E g kT x
      = ∑ i, q i * weight q E g kT x i := fun x => by
    simpa only [sub_zero] using excess_charge (q := q) (E := E) (kT := kT) hg 0 x
  -- each weight responds in proportion to its charge
  have hw : ∀ i, HasDerivAt (fun x => weight q E g kT x i)
      (-(q i) / kT * weight q E g kT m i) m := fun i => by
    have h1 : HasDerivAt (fun x => -(E i + q i * x) / kT) (-(q i) / kT) m :=
      ((((hasDerivAt_id' m).const_mul (q i)).const_add (E i)).fun_neg.div_const kT).congr_deriv
        (by ring)
    unfold weight
    exact (h1.exp.const_mul (g i)).congr_deriv (by ring)
  have hN : HasDerivAt (fun x => ∑ i, q i * weight q E g kT x i)
      (-(∑ i, q i ^ 2 * weight q E g kT m i) / kT) m := by
    refine (HasDerivAt.fun_sum fun i _ => (hw i).const_mul (q i)).congr_deriv ?_
    rw [neg_div, Finset.sum_div, ← Finset.sum_neg_distrib]
    exact Finset.sum_congr rfl fun i _ => by ring
  have hD : HasDerivAt (fun x => partitionSum q E g kT x)
      (-(∑ i, q i * weight q E g kT m i) / kT) m := by
    unfold partitionSum
    refine (HasDerivAt.fun_sum fun i _ => hw i).congr_deriv ?_
    rw [neg_div, Finset.sum_div, ← Finset.sum_neg_distrib]
    exact Finset.sum_congr rfl fun i _ => by ring
  -- the variance is the second moment minus the squared mean
  have hv : chargeVariance q E g kT m = (∑ i, q i ^ 2 * weight q E g kT m i
      - meanCharge q E g kT m ^ 2 * partitionSum q E g kT m) / partitionSum q E g kT m := by
    have h1 : chargeVariance q E g kT m * partitionSum q E g kT m
        = ∑ i, (q i - meanCharge q E g kT m) ^ 2 * weight q E g kT m i := by
      unfold chargeVariance prob
      rw [Finset.sum_mul]
      refine Finset.sum_congr rfl fun i _ => ?_
      have := hZ m
      field_simp
    have h2 : ∑ i, (q i - meanCharge q E g kT m) ^ 2 * weight q E g kT m i
        = ∑ i, q i ^ 2 * weight q E g kT m i
          - 2 * meanCharge q E g kT m * ∑ i, q i * weight q E g kT m i
          + meanCharge q E g kT m ^ 2 * partitionSum q E g kT m := by
      unfold partitionSum
      rw [Finset.mul_sum, Finset.mul_sum, ← Finset.sum_sub_distrib, ← Finset.sum_add_distrib]
      exact Finset.sum_congr rfl fun i _ => by ring
    rw [eq_div_iff (hZ m), h1, h2, ← hμ m]
    ring
  have hfun : (fun x => kT * meanCharge q E g kT x)
      = fun x => kT * ((∑ i, q i * weight q E g kT x i) / partitionSum q E g kT x) := by
    funext x
    rw [← hμ x, mul_div_assoc, div_self (hZ x), mul_one]
  rw [hfun]
  refine ((hN.fun_div hD (hZ m)).const_mul kT).congr_deriv ?_
  rw [hv, ← hμ m]
  have := hZ m
  field_simp
  ring

/-- For positive degeneracies, the charge variance is positive as soon as two states
carry different charges. -/
theorem chargeVariance_pos (hg : ∀ i, 0 < g i) {i j : ι} (hij : q i ≠ q j) (m : ℝ) :
    0 < chargeVariance q E g kT m := by
  have : Nonempty ι := ⟨i⟩
  have hp : ∀ k, 0 < prob q E g kT m k := fun k =>
    div_pos (mul_pos (hg k) (Real.exp_pos _)) (partitionSum_pos hg m)
  obtain ⟨k, hk⟩ : ∃ k, q k ≠ meanCharge q E g kT m := by
    by_contra h
    push Not at h
    exact hij ((h i).trans (h j).symm)
  exact Finset.sum_pos' (fun l _ => mul_nonneg (sq_nonneg _) (hp l).le)
    ⟨k, Finset.mem_univ k, mul_pos
      (lt_of_le_of_ne (sq_nonneg _) (pow_ne_zero 2 (sub_ne_zero.2 hk)).symm) (hp k)⟩

/-- For positive degeneracies and `kT > 0`, with two different charges present, the mean charge
decreases strictly as the Fermi level rises. -/
theorem meanCharge_strictAnti (hg : ∀ i, 0 < g i) (hkT : 0 < kT) {i j : ι} (hij : q i ≠ q j) :
    StrictAnti (meanCharge q E g kT) := by
  have : Nonempty ι := ⟨i⟩
  have h : StrictAnti (fun x => kT * meanCharge q E g kT x) :=
    strictAnti_of_deriv_neg fun m => by
      rw [(fluctuation_relation hg hkT.ne' m).deriv]
      exact neg_neg_of_pos (chargeVariance_pos hg hij m)
  exact fun x y hxy => lt_of_mul_lt_mul_left (h hxy) hkT.le

/-- Reversing all charges together with the Fermi level reverses the mean charge. -/
theorem meanCharge_neg (q E g : ι → ℝ) (kT m : ℝ) :
    meanCharge (fun i => -q i) E g kT (-m) = -meanCharge q E g kT m := by
  simp [meanCharge, prob, partitionSum, weight]

/-- For positive degeneracies and `kT > 0`, if some state has charge above `Q`, then the mean
charge exceeds `Q` at some Fermi level. -/
theorem exists_meanCharge_gt (hg : ∀ i, 0 < g i) (hkT : 0 < kT) {Q : ℝ} {k : ι}
    (hk : Q < q k) : ∃ m, Q < meanCharge q E g kT m := by
  have : Nonempty ι := ⟨k⟩
  obtain ⟨a, ha⟩ : ∃ a : ι → ℝ, ∀ i, a i = q i - Q := ⟨_, fun _ => rfl⟩
  obtain ⟨c, hc⟩ : ∃ c : ι → ℝ, ∀ i, c i = g i * Real.exp (-E i / kT) := ⟨_, fun _ => rfl⟩
  have hc0 : ∀ i, 0 < c i := fun i => by rw [hc]; exact mul_pos (hg i) (Real.exp_pos _)
  have hak : 0 < a k := by rw [ha]; linarith
  have hck := hc0 k
  obtain ⟨t, ht, h3⟩ : ∃ t, 0 < t ∧ a k ^ 2 * c k * t = |∑ i, a i * c i| + 1 :=
    ⟨(|∑ i, a i * c i| + 1) / (a k ^ 2 * c k), by positivity, by field_simp⟩
  -- no term falls below its value at t = 0, and the term k grows at least linearly
  have hterm : ∀ i, 0 ≤ a i * (c i * Real.exp (a i * t)) - a i * c i := fun i => by
    have hp : 0 ≤ a i * (Real.exp (a i * t) - 1) := by
      rcases le_total 0 (a i) with h | h
      · have h0 := mul_nonneg h ht.le
        exact mul_nonneg h (by linarith [Real.add_one_le_exp (a i * t)])
      · have h0 : Real.exp (a i * t) ≤ Real.exp 0 :=
          Real.exp_le_exp.mpr (mul_nonpos_of_nonpos_of_nonneg h ht.le)
        rw [Real.exp_zero] at h0
        exact mul_nonneg_of_nonpos_of_nonpos h (by linarith)
    nlinarith [mul_nonneg (hc0 i).le hp]
  have h1 := Finset.single_le_sum (f := fun i => a i * (c i * Real.exp (a i * t)) - a i * c i)
    (fun i _ => hterm i) (Finset.mem_univ k)
  simp only [Finset.sum_sub_distrib] at h1
  have h2 := mul_le_mul_of_nonneg_left (Real.add_one_le_exp (a k * t)) (mul_pos hak hck).le
  have hS : 0 < ∑ i, a i * (c i * Real.exp (a i * t)) := by
    nlinarith [neg_abs_le (∑ i, a i * c i)]
  refine ⟨-(kT * t), ?_⟩
  have hw : ∀ i, weight q E g kT (-(kT * t)) i
      = Real.exp (Q * t) * (c i * Real.exp (a i * t)) := fun i => by
    have he : -(E i + q i * (-(kT * t))) / kT = Q * t + (-E i / kT + (q i - Q) * t) := by
      field_simp
      ring
    rw [weight, he, Real.exp_add, Real.exp_add, hc, ha]
    ring
  have hex := excess_charge (q := q) (E := E) (kT := kT) hg Q (-(kT * t))
  have hsum : ∑ i, (q i - Q) * weight q E g kT (-(kT * t)) i
      = Real.exp (Q * t) * ∑ i, a i * (c i * Real.exp (a i * t)) := by
    rw [Finset.mul_sum]
    exact Finset.sum_congr rfl fun i _ => by rw [hw, ← ha]; ring
  rw [hsum] at hex
  have hpos := mul_pos (Real.exp_pos (Q * t)) hS
  rw [← hex] at hpos
  exact sub_pos.1 ((mul_pos_iff_of_pos_right (partitionSum_pos hg _)).1 hpos)

/-- For positive degeneracies and `kT > 0`, the mean charge equals `Q` at exactly one Fermi level
if and only if some state has charge below `Q` and some state has charge above `Q`. -/
theorem existsUnique_fermiLevel_iff [Nonempty ι] (hg : ∀ i, 0 < g i) (hkT : 0 < kT) (Q : ℝ) :
    (∃! m, meanCharge q E g kT m = Q) ↔ (∃ i, q i < Q) ∧ ∃ j, Q < q j := by
  constructor
  · rintro ⟨m, hm, huniq⟩
    have hw : ∀ i, 0 < weight q E g kT m i := fun i => mul_pos (hg i) (Real.exp_pos _)
    have hsum : ∑ i, (q i - Q) * weight q E g kT m i = 0 := by
      rw [← excess_charge hg Q m, hm, sub_self, zero_mul]
    -- if all charges were Q, every Fermi level would be a solution
    have hne : ¬ ∀ i, q i = Q := fun hall => by
      have h := excess_charge (q := q) (E := E) (kT := kT) hg Q (m + 1)
      rw [Finset.sum_eq_zero fun i _ => by rw [hall i, sub_self, zero_mul]] at h
      have h0 := (mul_eq_zero.1 h).resolve_right (partitionSum_pos hg _).ne'
      linarith [huniq (m + 1) (sub_eq_zero.1 h0)]
    constructor
    · by_contra h
      push Not at h
      refine hne fun i => ?_
      have h0 := (Finset.sum_eq_zero_iff_of_nonneg fun i _ =>
        mul_nonneg (sub_nonneg.2 (h i)) (hw i).le).1 hsum i (Finset.mem_univ i)
      exact sub_eq_zero.1 ((mul_eq_zero.1 h0).resolve_right (hw i).ne')
    · by_contra h
      push Not at h
      refine hne fun i => ?_
      have h0 := (Finset.sum_eq_zero_iff_of_nonpos fun i _ =>
        mul_nonpos_of_nonpos_of_nonneg (sub_nonpos.2 (h i)) (hw i).le).1 hsum i
          (Finset.mem_univ i)
      exact sub_eq_zero.1 ((mul_eq_zero.1 h0).resolve_right (hw i).ne')
  · rintro ⟨⟨i, hi⟩, j, hj⟩
    obtain ⟨b, hb⟩ := exists_meanCharge_gt (E := E) hg hkT hj
    obtain ⟨a, ha⟩ := exists_meanCharge_gt (q := fun i => -q i) (E := E) (Q := -Q) (k := i)
      hg hkT (neg_lt_neg hi)
    have ha' := meanCharge_neg q E g kT (-a)
    rw [neg_neg] at ha'
    have hcont : Continuous (fun x => kT * meanCharge q E g kT x) :=
      continuous_iff_continuousAt.2 fun m => (fluctuation_relation hg hkT.ne' m).continuousAt
    obtain ⟨m, hm⟩ := mem_range_of_exists_le_of_exists_ge (c := kT * Q) hcont
      ⟨-a, mul_le_mul_of_nonneg_left (by linarith) hkT.le⟩
      ⟨b, mul_le_mul_of_nonneg_left hb.le hkT.le⟩
    have hmQ : meanCharge q E g kT m = Q := mul_left_cancel₀ hkT.ne' hm
    exact ⟨m, hmQ, fun y hy =>
      (meanCharge_strictAnti hg hkT (hi.trans hj).ne).injective (hy.trans hmQ.symm)⟩

/-- For positive degeneracies, `kT > 0` and charges of both signs, the mean charge has derivative
minus its variance over `kT`, and it vanishes at exactly one Fermi level. -/
theorem charge_neutrality (hg : ∀ i, 0 < g i) (hkT : 0 < kT) {i j : ι}
    (hi : q i < 0) (hj : 0 < q j) :
    (∀ m, HasDerivAt (meanCharge q E g kT) (-chargeVariance q E g kT m / kT) m) ∧
      ∃! m, meanCharge q E g kT m = 0 := by
  have : Nonempty ι := ⟨i⟩
  refine ⟨fun m => ?_, (existsUnique_fermiLevel_iff hg hkT 0).2 ⟨⟨i, hi⟩, j, hj⟩⟩
  have h := (fluctuation_relation (q := q) (E := E) hg hkT.ne' m).div_const kT
  simp only [mul_div_cancel_left₀ _ hkT.ne'] at h
  exact h

end

end FermiLevelNeutrality
```

```lean
#print axioms FermiLevelNeutrality.existsUnique_fermiLevel_iff
-- 'FermiLevelNeutrality.existsUnique_fermiLevel_iff' depends on axioms: [propext, Classical.choice, Quot.sound]
#print axioms FermiLevelNeutrality.charge_neutrality
-- 'FermiLevelNeutrality.charge_neutrality' depends on axioms: [propext, Classical.choice, Quot.sound]
```

## From the lemmas to the theorem

`partitionSum_pos` permits division by Z, and `excess_charge` is the identity for (⟨q⟩ − Q) Z.

In `fluctuation_relation`, `hw`, `hN` and `hD` are the derivatives of wᵢ, N and Z, and `hv` expands the variance. `HasDerivAt.fun_div` is the quotient rule; `field_simp` and `ring` match the two forms. The lemma differentiates kT⟨q⟩, a form that really needs its hypothesis `kT ≠ 0`. Lean sets division by zero to zero, so at `kT = 0` the derivative of kT⟨q⟩ is 0 while Var can be positive; the version with −Var/kT would hold there emptily as 0 = 0.

`chargeVariance_pos` finds a state whose charge differs from the mean, and `meanCharge_strictAnti` passes from a negative derivative to strict decrease.

`exists_meanCharge_gt` is the growth bound: `hterm` shows that no term falls, `h2` gives the linear growth and `hS` states S(t) > 0. `meanCharge_neg` performs the charge reversal.

In `existsUnique_fermiLevel_iff`, `hne` excludes the case of all charges equal to Q, and `mem_range_of_exists_le_of_exists_ge` is the intermediate value theorem. `charge_neutrality` takes Q = 0 and divides the fluctuation relation by `kT`.
